# Mirror twins of $\mathbb Z^n$ with coprime plane normal $h$ have coincidence index $h\cdot h$, halved when $h\cdot h$ is even

Let $h$ be an integer vector whose entries have no common divisor except $\pm1$, and let $N=h\cdot h$. The integer vectors $x$ whose mirror image
$$x-\frac{2\,(h\cdot x)}{N}\,h$$
is again an integer vector form a subgroup of $\mathbb Z^n$. Its index is $N$ if $N$ is odd and $N/2$ if $N$ is even. In atomistic models of twin boundaries this index is the volume of the coincidence cell in units of the primitive cell, here for a rigid simple cubic lattice (or its $n$-dimensional analogue) with no relaxation and no energies.

## The crystal, the mirror and the shared sites

```lean
import Mathlib

open Matrix

namespace TwinCoincidence

noncomputable section

variable {ι : Type*} [Fintype ι]
```

The type `ι` labels the coordinates. It is finite, with $n$ elements, so a function `ι → ℤ` is an integer vector $x=(x_i)$. The notation `⬝ᵥ` stands for the dot product.

```lean
/-- Miller indices are primitive when only units divide all of them. -/
def Primitive (h : ι → ℤ) : Prop := ∀ d : ℤ, (∀ i, d ∣ h i) → IsUnit d
```

A `Prop` is a statement. This one says that any integer $d$ dividing every $h_i$ is a unit, and the units of $\mathbb Z$ are $1$ and $-1$. It is the usual convention that Miller indices are reduced to lowest terms. It excludes $h=0$, since $2$ divides every entry of the zero vector.

```lean
/-- The position in real space of the lattice site with given integer coordinates. -/
def site : (ι → ℤ) →+ (ι → ℝ) where
  toFun x := fun i => (x i : ℝ)
  map_zero' := by ext i; simp
  map_add' x y := by ext i; simp
```

`site` takes integer coordinates to a point of $\mathbb R^n$, with the lattice constant as the unit of length. The arrow `→+` denotes a map that respects addition, so the definition carries short proofs that $0$ goes to $0$ and sums go to sums.

```lean
/-- The mirror reflection `v ↦ v - 2 (h·v / h·h) h` in the plane with normal `h`. -/
def mirror (h : ι → ℤ) : (ι → ℝ) →ₗ[ℝ] (ι → ℝ) where
  toFun v := v - (2 * (site h ⬝ᵥ v) / (site h ⬝ᵥ site h)) • site h
  map_add' v w := by
    simp only [dotProduct_add]
    module
  map_smul' c v := by
    simp only [dotProduct_smul, smul_eq_mul, RingHom.id_apply]
    module
```

This is the reflection
$$v\mapsto v-\frac{2\,(h\cdot v)}{h\cdot h}\,h$$
in the plane through the origin with normal $h$. The vector $h$ need not be normalised, because the denominator takes care of its length. The type `→ₗ[ℝ]` means "real-linear map", and the two proofs supply additivity and homogeneity.

```lean
/-- The coincidence lattice: integer vectors whose mirror image is again a lattice site. -/
def coincidence (h : ι → ℤ) : AddSubgroup (ι → ℤ) where
  carrier := {x | ∃ y : ι → ℤ, mirror h (site x) = site y}
  zero_mem' := ⟨0, by simp⟩
  add_mem' := by
    rintro a b ⟨y, hy⟩ ⟨z, hz⟩
    exact ⟨y + z, by rw [map_add, map_add, hy, hz, map_add]⟩
  neg_mem' := by
    rintro a ⟨y, hy⟩
    exact ⟨-y, by rw [map_neg, map_neg, hy, map_neg]⟩
```

The set `carrier` contains the integer vectors $x$ for which some integer vector $y$ satisfies `mirror h (site x) = site y`. It is a subgroup because the mirror is linear: if $a$ goes to $y$ and $b$ goes to $z$, then $a+b$ goes to $y+z$ and $-a$ goes to $-y$.

The model has one site per unit cell and a mirror plane through a site. Other Bravais lattices, atomic bases and shifted twin planes are not covered.

```lean
/-- Reflecting twice restores every vector. -/
theorem mirror_mirror (h : ι → ℤ) (v : ι → ℝ) : mirror h (mirror h v) = v := by
  have ap : ∀ w, mirror h w =
      w - (2 * (site h ⬝ᵥ w) / (site h ⬝ᵥ site h)) • site h := fun _ => rfl
  by_cases h0 : site h ⬝ᵥ site h = 0
  · simp [ap, h0]
  · rw [ap (mirror h v), ap v, dotProduct_sub, dotProduct_smul, smul_eq_mul,
      div_mul_cancel₀ _ h0]
    module
```

By hand, let $v'$ be the image of $v$. Then $h\cdot v'=h\cdot v-2\,h\cdot v=-h\cdot v$, so the second reflection adds back exactly what the first subtracted. The proof splits off the case $h\cdot h=0$, where Lean's convention that division by zero gives zero turns the mirror into the identity.

```lean
/-- The coincidence lattice consists of the sites that the crystal shares with its
mirror twin. -/
theorem mem_coincidence_iff_twin (h x : ι → ℤ) :
    x ∈ coincidence h ↔ ∃ y : ι → ℤ, mirror h (site y) = site x := by
  constructor
  · rintro ⟨y, hy⟩
    exact ⟨y, by rw [← hy, mirror_mirror]⟩
  · rintro ⟨y, hy⟩
    exact ⟨y, by rw [← hy, mirror_mirror]⟩
```

The twin crystal consists of the mirror images of all sites. Both lattices are taken to fill all of space, not only their own side of the plane. The theorem says that $x$ belongs to the coincidence lattice exactly when $x$ is also a site of the twin. If $x$ reflects to $y$, then $y$ reflects back to $x$, and conversely. The subgroup defined above is therefore the set of sites common to both crystals.

## From integrality to divisibility

```lean
/-- For primitive indices some lattice vector `u` lies on the plane `h·u = 1`. -/
theorem Primitive.exists_dot_eq_one {h : ι → ℤ} (hh : Primitive h) :
    ∃ u : ι → ℤ, h ⬝ᵥ u = 1 := by
  -- the ideal generated by the indices is principal, and its generator is a unit
  obtain ⟨g, hg⟩ := (IsPrincipalIdealRing.principal (Ideal.span (Set.range h))).principal
  have hu : IsUnit g := hh g fun i => by
    have hi : h i ∈ Ideal.span (Set.range h) := Ideal.subset_span ⟨i, rfl⟩
    rw [hg] at hi
    exact Ideal.mem_span_singleton.mp hi
  have h1 : (1 : ℤ) ∈ Ideal.span (Set.range h) := by
    rw [hg]
    exact Ideal.mem_span_singleton.mpr hu.dvd
  obtain ⟨c, hc⟩ := Ideal.mem_span_range_iff_exists_fun.mp h1
  exact ⟨c, by rw [dotProduct_comm]; exact hc⟩
```

For coprime $h$ there is an integer vector $u$ with $h\cdot u=1$. The integer combinations $\sum_i c_i h_i$ form an ideal of $\mathbb Z$, and every ideal of $\mathbb Z$ consists of the multiples of a single number $g$. Each $h_i$ lies in the ideal, so $g$ divides every $h_i$, and by coprimality $g=\pm1$. Hence $1$ lies in the ideal, and its coefficients $c_i$ are the entries of $u$.

The Lean proof follows the same order: `hg` names the generator, `hu` shows that it is a unit, and `hc` gives the coefficients.

```lean
/-- One component of the mirror condition, cleared of its denominator. -/
private lemma clear_denominator (N k a b c : ℤ) (hN : N ≠ 0) :
    (a : ℝ) - 2 * (k : ℝ) / (N : ℝ) * (b : ℝ) = (c : ℝ) ↔ 2 * k * b = N * (a - c) := by
  have hR : (N : ℝ) ≠ 0 := by exact_mod_cast hN
  have t : (N : ℝ) * (2 * (k : ℝ) / (N : ℝ) * (b : ℝ)) = 2 * k * b := by field_simp
  rw [← Int.cast_inj (α := ℝ)]
  push_cast
  constructor
  · intro e
    linear_combination -t - (N : ℝ) * e
  · intro e
    apply mul_left_cancel₀ hR
    linear_combination -t - e
```

This lemma treats one component of the mirror equation. With $k=h\cdot x$, $a=x_i$, $b=h_i$ and $c=y_i$, it says that for $N\neq0$
$$a-\frac{2k}{N}\,b=c\quad\Longleftrightarrow\quad 2kb=N(a-c).$$
The left side is an equation between real numbers and the right side one between integers, so the lemma also carries the problem from real space back to arithmetic. The tactic `linear_combination` verifies an equation as a stated combination of equations already known.

```lean
private lemma mirror_site_apply (h x : ι → ℤ) (i : ι) : mirror h (site x) i =
    (x i : ℝ) - 2 * ((h ⬝ᵥ x : ℤ) : ℝ) / ((h ⬝ᵥ h : ℤ) : ℝ) * (h i : ℝ) := by
  have sd : ∀ y : ι → ℤ, ((h ⬝ᵥ y : ℤ) : ℝ) = site h ⬝ᵥ site y := fun y => by
    simp [dotProduct, site]
  rw [sd, sd]
  rfl
```

The $i$-th component of the reflected site is written here with the integer dot products $h\cdot x$ and $h\cdot h$, converted to real numbers only after they have been computed. This is the shape that the previous lemma expects.

```lean
private lemma norm_pos {h : ι → ℤ} (hh : Primitive h) : 0 < h ⬝ᵥ h := by
  obtain ⟨u, hu⟩ := hh.exists_dot_eq_one
  have hn : 0 ≤ h ⬝ᵥ h := Finset.sum_nonneg fun i _ => mul_self_nonneg (h i)
  refine lt_of_le_of_ne hn fun e => ?_
  have hz : h = 0 := dotProduct_self_eq_zero.mp e.symm
  rw [hz, zero_dotProduct] at hu
  exact zero_ne_one hu
```

The number $N=\sum_i h_i^2$ is a sum of squares, hence non-negative. If it were zero, then $h=0$ and $h\cdot u=0$ for every $u$, which contradicts $h\cdot u=1$. So $N>0$.

```lean
/-- For primitive `h`, a lattice vector `x` is a coincidence site exactly when `h·h` divides `2
(h·x)`. -/
theorem mem_coincidence_iff_dvd {h : ι → ℤ} (hh : Primitive h) (x : ι → ℤ) :
    x ∈ coincidence h ↔ h ⬝ᵥ h ∣ 2 * (h ⬝ᵥ x) := by
  have hN := (norm_pos hh).ne'
  constructor
  · rintro ⟨y, hy⟩
    obtain ⟨u, hu⟩ := hh.exists_dot_eq_one
    have hv : (2 * (h ⬝ᵥ x)) • h = (h ⬝ᵥ h) • (x - y) := by
      funext i
      have e := congrFun hy i
      rw [mirror_site_apply] at e
      exact (clear_denominator _ _ _ _ _ hN).mp e
    -- pairing with `u` removes the factor `h`
    have e := congrArg (fun v => v ⬝ᵥ u) hv
    simp only [smul_dotProduct, hu, smul_eq_mul, mul_one] at e
    exact ⟨_, e⟩
  · rintro ⟨m, hm⟩
    refine ⟨x - m • h, ?_⟩
    funext i
    rw [mirror_site_apply]
    refine (clear_denominator _ _ _ _ ((x - m • h) i) hN).mpr ?_
    simp only [Pi.sub_apply, Pi.smul_apply, smul_eq_mul]
    linear_combination h i * hm
```

The symbol `∣` means "divides", and the theorem reads
$$x\text{ is a coincidence site}\quad\Longleftrightarrow\quad N\mid 2\,(h\cdot x).$$

Suppose first that $x$ reflects to an integer vector $y$. Clearing denominators in each component gives
$$2\,(h\cdot x)\,h=N\,(x-y).$$
Taking the dot product with $u$ and using $h\cdot u=1$ gives $2\,(h\cdot x)=N\,(x-y)\cdot u$, so $N$ divides the left side. In Lean, `hv` is the vector equation and `congrArg` applies the dot product with $u$ to both of its sides.

Conversely, suppose $2\,(h\cdot x)=Nm$ with an integer $m$. Then the mirror image is $x-mh$, which is an integer vector. The proof supplies this vector and checks it component by component.

## Counting cosets by lattice planes

```lean
/-- The plane number `h·x` of a lattice vector, counted modulo `M`. -/
def layer (h : ι → ℤ) (M : ℕ) : (ι → ℤ) →+ ZMod M where
  toFun x := ((h ⬝ᵥ x : ℤ) : ZMod M)
  map_zero' := by simp
  map_add' x y := by rw [dotProduct_add, Int.cast_add]
```

Every lattice vector $x$ lies on one of the planes $h\cdot x=k$ with integer $k$. The map `layer` records the plane number modulo $M$. Its target `ZMod M` is the group of residues modulo $M$, and the map respects addition because the dot product does.

```lean
private lemma index_of_dvd {h : ι → ℤ} (hh : Primitive h) (M : ℕ)
    (hM : ∀ k : ℤ, h ⬝ᵥ h ∣ 2 * k ↔ (M : ℤ) ∣ k) : (coincidence h).index = M := by
  obtain ⟨u, hu⟩ := hh.exists_dot_eq_one
  have hker : coincidence h = (layer h M).ker := by
    ext x
    rw [mem_coincidence_iff_dvd hh, hM, AddMonoidHom.mem_ker]
    exact (CharP.intCast_eq_zero_iff (ZMod M) M _).symm
  have hs : Function.Surjective (layer h M) := by
    intro z
    obtain ⟨k, rfl⟩ := ZMod.intCast_surjective z
    refine ⟨k • u, ?_⟩
    change ((h ⬝ᵥ (k • u) : ℤ) : ZMod M) = (k : ZMod M)
    rw [dotProduct_smul, hu, smul_eq_mul, mul_one]
  rw [hker, AddSubgroup.index_ker, AddMonoidHom.range_eq_top.mpr hs,
    AddSubgroup.card_top, Nat.card_zmod]
```

The hypothesis `hM` requires a natural number $M$ such that, for every integer $k$, $N\mid 2k$ holds exactly when $M\mid k$. Given such an $M$, the index of the coincidence lattice is $M$.

By hand, $x$ is a coincidence site exactly when $M\mid h\cdot x$, that is, when its layer number is zero modulo $M$. The coincidence lattice is therefore the kernel of `layer h M`, which is the statement `hker`. The map reaches every residue, since $h\cdot(ku)=k$; this is `hs`. Two vectors lie in the same coset of the kernel exactly when their residues agree, so there are $M$ cosets.

The proof turns on the Mathlib theorem `AddSubgroup.index_ker`: the index of the kernel of a homomorphism equals the number of elements in its range. It is the counting form of the first isomorphism theorem, and it spares us from listing coset representatives or finding a basis of the sublattice. The final `rw` is a chain of replacements in which each step rewrites the goal with one equation:

- the coincidence lattice becomes a kernel;
- its index becomes the size of the range;
- the range becomes the whole of `ZMod M`, by surjectivity;
- the size of the whole group `ZMod M` becomes $M$, by the last two equations.

```lean
/-- **Twin coincidence index.** For primitive `h` the coincidence lattice has index
`h·h / 2` in the crystal lattice if `h·h` is even, and `h·h` if it is odd. -/
theorem coincidence_index {h : ι → ℤ} (hh : Primitive h) :
    ((coincidence h).index : ℤ) = if Even (h ⬝ᵥ h) then (h ⬝ᵥ h) / 2 else h ⬝ᵥ h := by
  have hp := norm_pos hh
  split_ifs with he
  · obtain ⟨m, hm⟩ := he
    have m0 : 0 ≤ m := by omega
    rw [index_of_dvd hh m.toNat (fun k => by
      rw [Int.toNat_of_nonneg m0, hm, ← two_mul]
      exact mul_dvd_mul_iff_left two_ne_zero), Int.toNat_of_nonneg m0]
    omega
  · -- an odd norm is coprime to the factor 2
    obtain ⟨m, hm⟩ := Int.not_even_iff_odd.mp he
    have hc : IsCoprime (h ⬝ᵥ h) 2 := ⟨1, -m, by linarith⟩
    rw [index_of_dvd hh (h ⬝ᵥ h).toNat (fun k => by
      rw [Int.toNat_of_nonneg hp.le]
      exact ⟨fun d => hc.dvd_of_dvd_mul_left d, fun d => d.mul_left 2⟩),
      Int.toNat_of_nonneg hp.le]
```

This is the main theorem. Mathlib's `index` is a natural number, and the `ℤ` in the statement converts it so that it can be compared with the integer $N$. The right side is $N/2$ for even $N$ and $N$ otherwise. What remains is to find $M$ in each case.

- If $N=2m$, then $2m\mid 2k$ is equivalent to $m\mid k$, so $M=m=N/2$.
- If $N=2m+1$, then $1\cdot N-m\cdot 2=1$, so $N$ and $2$ are coprime. Hence $N\mid 2k$ implies $N\mid k$. The converse is immediate, and $M=N$.

The tactic `split_ifs` produces these two cases, and `toNat` turns the non-negative integer $M$ into a natural number.

For a numerical instance, take $h=(3,1)$ in the square lattice. Then $N=10$, and the index is $5$. The site $(1,2)$ has $h\cdot x=5$ and reflects to $(1,2)-(3,1)=(-2,1)$, which is a site. The site $(1,0)$ has $h\cdot x=3$ and reflects to $(1,0)-\tfrac{6}{10}(3,1)=(-\tfrac45,-\tfrac35)$, which is not. The coincidence condition is $5\mid 3x_1+x_2$. Its solutions are spanned by $(1,2)$ and $(1,-3)$, whose determinant is $-5$, so the coincidence cell has five times the area of the unit cell.

## Odd indices in three dimensions

```lean
private lemma sq_mod_four (a : ℤ) : (2 ∣ a ∧ a * a % 4 = 0) ∨ a * a % 4 = 1 := by
  obtain ⟨q, rfl | rfl⟩ := Int.even_or_odd' a
  · have e : 2 * q * (2 * q) = 4 * (q * q) := by ring
    exact Or.inl ⟨dvd_mul_right 2 q, by rw [e]; omega⟩
  · have e : (2 * q + 1) * (2 * q + 1) = 4 * (q * q + q) + 1 := by ring
    exact Or.inr (by rw [e]; omega)
```

An even number $a=2q$ has $a^2=4q^2$, which leaves remainder $0$ on division by $4$. An odd number $a=2q+1$ has $a^2=4(q^2+q)+1$, which leaves remainder $1$. The lemma also records that $a$ is even in the first case.

```lean
/-- In the three-dimensional simple cubic lattice the mirror twin with primitive plane normal `h`
has an odd coincidence index. -/
theorem cubic_index_odd {h : Fin 3 → ℤ} (hh : Primitive h) :
    Odd (coincidence h).index := by
  have e : h ⬝ᵥ h = h 0 * h 0 + h 1 * h 1 + h 2 * h 2 := by
    simp [dotProduct, Fin.sum_univ_three]
  have a := sq_mod_four (h 0)
  have b := sq_mod_four (h 1)
  have c := sq_mod_four (h 2)
  -- a norm divisible by 4 would make all three indices even
  have n4 : ¬ (h 0 * h 0 + h 1 * h 1 + h 2 * h 2) % 4 = 0 := by
    intro h4
    have d0 : 2 ∣ h 0 := by omega
    have d1 : 2 ∣ h 1 := by omega
    have d2 : 2 ∣ h 2 := by omega
    have hu := hh 2 (fun i => by
      fin_cases i
      exacts [d0, d1, d2])
    have := Int.isUnit_iff.mp hu
    omega
  have hi := coincidence_index hh
  rw [e] at hi
  rw [Nat.odd_iff]
  split_ifs at hi with he <;> rw [Int.even_iff] at he <;> omega
```

`Fin 3` is the index set $\{0,1,2\}$, so $N=h_0^2+h_1^2+h_2^2$. Each square contributes $0$ or $1$ modulo $4$, and three such contributions add up to a multiple of $4$ only if all of them are $0$. Then all three indices would be even, against coprimality. Thus $N$ is either odd, with index $N$, or twice an odd number, with index $N/2$. The index is odd in both cases.

In the proof, `n4` is the exclusion of multiples of $4$, and `omega`, a tactic for linear integer arithmetic, handles the remainders.

```lean
/-- The (111) mirror twin of the simple cubic lattice has coincidence index 3. -/
theorem index_111 : (coincidence (fun _ : Fin 3 => (1 : ℤ))).index = 3 := by
  have hi := coincidence_index (h := fun _ : Fin 3 => (1 : ℤ))
    (fun d hd => isUnit_of_dvd_one (hd 0))
  have e : (fun _ : Fin 3 => (1 : ℤ)) ⬝ᵥ (fun _ : Fin 3 => (1 : ℤ)) = 3 := by
    simp [dotProduct]
  rw [e, if_neg (by decide)] at hi
  omega
```

The expression `fun _ : Fin 3 => (1 : ℤ)` is the constant vector $(1,1,1)$. It is primitive because a common divisor must divide $1$. Here $N=3$ is odd, so the index is $3$: one site in three is shared with the twin.

```lean
/-- In four dimensions the (1111) mirror twin has the even coincidence index 2. -/
theorem index_1111 : (coincidence (fun _ : Fin 4 => (1 : ℤ))).index = 2 := by
  have hi := coincidence_index (h := fun _ : Fin 4 => (1 : ℤ))
    (fun d hd => isUnit_of_dvd_one (hd 0))
  have e : (fun _ : Fin 4 => (1 : ℤ)) ⬝ᵥ (fun _ : Fin 4 => (1 : ℤ)) = 4 := by
    simp [dotProduct]
  rw [e, if_pos (by decide)] at hi
  omega

end

end TwinCoincidence
```

For $(1,1,1,1)$ we have $N=4$, and the index is $4/2=2$. Four odd squares can add up to a multiple of $4$, so the oddness found in three dimensions fails in four.

```lean
#print axioms TwinCoincidence.mem_coincidence_iff_twin
#print axioms TwinCoincidence.cubic_index_odd
#print axioms TwinCoincidence.index_111
#print axioms TwinCoincidence.index_1111
```

```
'TwinCoincidence.mem_coincidence_iff_twin' depends on axioms: [propext, Classical.choice, Quot.sound]
'TwinCoincidence.cubic_index_odd' depends on axioms: [propext, Classical.choice, Quot.sound]
'TwinCoincidence.index_111' depends on axioms: [propext, Classical.choice, Quot.sound]
'TwinCoincidence.index_1111' depends on axioms: [propext, Classical.choice, Quot.sound]
```
